# No slope at the kink of max(y, 0) makes automatic differentiation correct for every program

Write $r(y)=\max(y,0)$ and let the derivative of $r$ at $0$ be set to $0$. The program $r(x)-r(-x)$ computes $x$, whose derivative is $1$. At $x=0$ both rectifiers receive $0$, so the chain rule returns $0\cdot 1-0\cdot(-1)=0$. The problems below ask whether another real value $c$ for the slope at the kink would help.

```lean
import Mathlib

open Topology

namespace KinkedAutoDiff

noncomputable section
```

A program is an expression tree in one real input.

```lean
/-- Programs with one real input, built from constants, sums, negation, products and the
rectifier `max(y, 0)`. -/
inductive Prog where
  | var : Prog
  | const : ℝ → Prog
  | add : Prog → Prog → Prog
  | neg : Prog → Prog
  | mul : Prog → Prog → Prog
  | relu : Prog → Prog
```

The function it computes, `p.eval x`, is written $p(x)$.

```lean
/-- The real function that a program computes. -/
def Prog.eval : Prog → ℝ → ℝ
  | .var, x => x
  | .const a, _ => a
  | .add p q, x => p.eval x + q.eval x
  | .neg p, x => -p.eval x
  | .mul p q, x => p.eval x * q.eval x
  | .relu p, x => max (p.eval x) 0
```

The rectifier has its true slope away from $0$ and the convention $c$ at $0$.

```lean
/-- The slope assigned to the rectifier: 1 on the right, 0 on the left, and `c` at the kink. -/
def reluSlope (c y : ℝ) : ℝ := if 0 < y then 1 else if y < 0 then 0 else c
```

The derivative returned by automatic differentiation, `p.ad c x`, is written $D_c p(x)$. It depends on the program text, not only on the function computed.

```lean
/-- Automatic differentiation: the sum, product and chain rules applied to the program text,
with slope `c` at the kink of the rectifier. -/
def Prog.ad (c : ℝ) : Prog → ℝ → ℝ
  | .var, _ => 1
  | .const _, _ => 0
  | .add p q, x => p.ad c x + q.ad c x
  | .neg p, x => -p.ad c x
  | .mul p q, x => p.ad c x * q.eval x + p.eval x * q.ad c x
  | .relu p, x => reluSlope c (p.eval x) * p.ad c x
```

The next condition says that no rectifier in the program receives $0$ at the input $x$.

```lean
/-- At the input `x`, no rectifier in the program is evaluated at its kink. -/
def Prog.AvoidsKinks : Prog → ℝ → Prop
  | .var, _ => True
  | .const _, _ => True
  | .add p q, x => p.AvoidsKinks x ∧ q.AvoidsKinks x
  | .neg p, x => p.AvoidsKinks x
  | .mul p q, x => p.AvoidsKinks x ∧ q.AvoidsKinks x
  | .relu p, x => p.AvoidsKinks x ∧ p.eval x ≠ 0
```

Write $r^n(p)$ for `p.nest n`, which is $n$ rectifiers applied to $p$, and $S_n p=r^n(p)-r^n(-p)$ for `p.split n`.

```lean
/-- The rectifier applied `n` times to the output of `p`. -/
def Prog.nest (p : Prog) : ℕ → Prog
  | 0 => p
  | n + 1 => .relu (p.nest n)

/-- The program `r(…r(p)) - r(…r(-p))` with `n` nested rectifiers `r` in each term. -/
def Prog.split (p : Prog) (n : ℕ) : Prog := .add (p.nest n) (.neg ((Prog.neg p).nest n))
```

The model has no loops, branches or division, and it works with real numbers, not floating-point ones. An energy routine differentiated for forces may also contain rectifiers. Within the model, the results show that a rectifier receiving exactly $0$ can make the returned derivative wrong. It need not do so: $r(x)\,r(x)$ has derivative $0$ at $x=0$, and automatic differentiation returns $0$ there for every $c$.

### (a) Inputs away from the kinks

Suppose no rectifier in $p$ receives $0$ at $x$. Show that, for every $c$,
$$p'(x)=D_c p(x).$$

**Solution.** Use induction on the tree. The input has derivative $1$ and a constant has $0$; sums, negation and products follow the usual rules. For $r(p)$, the function $p$ is differentiable at $x$, hence continuous, and $p(x)\neq0$, so $p$ keeps its sign near $x$. If $p(x)<0$, then $r(p)=0$ near $x$ and the derivative is $0$. If $p(x)>0$, then $r(p)=p$ near $x$ and the derivative is $p'(x)$. By the induction hypothesis $p'(x)=D_cp(x)$, so these are the values $0\cdot D_cp(x)$ and $1\cdot D_cp(x)$ that the chain rule returns with the slopes from `reluSlope`.

In Lean, `HasDerivAt` states that the function is differentiable at $x$ with the given derivative, and `congr_of_eventuallyEq` carries a derivative between functions that agree near $x$.

```lean
/-- If no rectifier is evaluated at its kink, automatic differentiation returns the true
derivative, whatever slope `c` is assigned to the kink. -/
theorem ad_correct (c x : ℝ) (p : Prog) (h : p.AvoidsKinks x) :
    HasDerivAt p.eval (p.ad c x) x := by
  induction p with
  | var => exact hasDerivAt_id x
  | const a => exact hasDerivAt_const x a
  | add p q hp hq => exact (hp h.1).fun_add (hq h.2)
  | neg p hp => exact (hp h).fun_neg
  | mul p q hp hq => exact (hp h.1).fun_mul (hq h.2)
  | relu p hp =>
    have hd := hp h.1
    rcases lt_or_gt_of_ne h.2 with hneg | hpos
    · -- left of the kink the output is locally zero
      have hs : (Prog.relu p).ad c x = 0 := by
        simp [Prog.ad, reluSlope, hneg, not_lt_of_ge hneg.le]
      rw [hs]
      refine (hasDerivAt_const x (0 : ℝ)).congr_of_eventuallyEq ?_
      filter_upwards [hd.continuousAt.preimage_mem_nhds (Iio_mem_nhds hneg)] with z hz
      have hz' : p.eval z < 0 := hz
      exact max_eq_right hz'.le
    · -- right of the kink the rectifier is locally the identity
      have hs : (Prog.relu p).ad c x = p.ad c x := by
        simp [Prog.ad, reluSlope, hpos]
      rw [hs]
      refine hd.congr_of_eventuallyEq ?_
      filter_upwards [hd.continuousAt.preimage_mem_nhds (Ioi_mem_nhds hpos)] with z hz
      have hz' : 0 < p.eval z := hz
      exact max_eq_left hz'.le
```

### (b) The value of nested rectifiers

Show that for every $n\ge0$
$$r^{n+1}(p)(x)=\max(p(x),0).$$

**Solution.** For $n=0$ this is the definition. One more rectifier changes nothing, because $\max(p(x),0)\ge0$. This is the induction step in Lean.

```lean
/-- One or more nested rectifiers compute the same function as a single one. -/
theorem nest_eval (p : Prog) (n : ℕ) (x : ℝ) :
    (p.nest (n + 1)).eval x = max (p.eval x) 0 := by
  induction n with
  | zero => rfl
  | succ n ih =>
    change max ((p.nest (n + 1)).eval x) 0 = _
    rw [ih]
    exact max_eq_left (le_max_right _ _)
```

### (c) Nested rectifiers at a zero

Let $p(x)=0$. Show that for every $n\ge0$
$$r^n(p)(x)=0,\qquad D_c\,r^n(p)(x)=c^n D_c p(x).$$

**Solution.** For $n=0$ the first equation is the hypothesis and the second is trivial. If both hold for $n$, the next rectifier receives $0$, outputs $0$ and contributes the slope $c$, so the derivative becomes $c\cdot c^nD_cp(x)=c^{n+1}D_cp(x)$. Lean proves the two equations together, since the slope depends on the value.

```lean
/-- Where `p` vanishes, `n` nested rectifiers give the value zero, and the chain rule
collects a factor `c ^ n`. -/
theorem nest_at_kink (c : ℝ) (p : Prog) (n : ℕ) {x : ℝ} (h : p.eval x = 0) :
    (p.nest n).eval x = 0 ∧ (p.nest n).ad c x = c ^ n * p.ad c x := by
  induction n with
  | zero => exact ⟨h, by simp [Prog.nest]⟩
  | succ n ih =>
    constructor
    · simp [Prog.nest, Prog.eval, ih.1]
    · simp only [Prog.nest, Prog.ad, ih.1, ih.2, reluSlope, lt_irrefl, if_false]
      ring
```

### (d) The function computed by the split

For $n\ge1$, show that
$$S_n p(x)=p(x).$$

**Solution.** By (b), $S_np(x)=\max(p(x),0)-\max(-p(x),0)$. If $p(x)\ge0$ this is $p(x)-0$; if $p(x)\le0$ it is $0-(-p(x))$. Lean makes the same case distinction with `le_total`.

```lean
/-- With at least one rectifier in each term, the split program computes the same function
as `p`. -/
theorem split_eval (p : Prog) {n : ℕ} (hn : n ≠ 0) (x : ℝ) :
    (p.split n).eval x = p.eval x := by
  cases n with
  | zero => exact absurd rfl hn
  | succ m =>
    simp only [Prog.split, Prog.eval, nest_eval]
    rcases le_total 0 (p.eval x) with h | h
    · rw [max_eq_left h, max_eq_right (by linarith)]
      ring
    · rw [max_eq_right h, max_eq_left (by linarith)]
      ring
```

### (e) The derivative assigned to the split

Let $p(x)=0$. Show that
$$D_c\,S_np(x)=2c^nD_cp(x).$$

**Solution.** Apply (c) to $p$ and to $-p$, which also vanishes at $x$:
$$c^nD_cp(x)-c^n\bigl(-D_cp(x)\bigr)=2c^nD_cp(x).$$
In Lean these two applications are `h1` and `h2`.

```lean
/-- Where `p` vanishes, automatic differentiation of the split program returns `2 c ^ n`
times the derivative it assigns to `p`. -/
theorem split_ad (c : ℝ) (p : Prog) (n : ℕ) {x : ℝ} (h : p.eval x = 0) :
    (p.split n).ad c x = 2 * c ^ n * p.ad c x := by
  have h1 := (nest_at_kink c p n h).2
  have h2 := (nest_at_kink c (.neg p) n (x := x) (by simp [Prog.eval, h])).2
  simp only [Prog.split, Prog.ad, h1, h2]
  ring
```

### (f) Two programs for the identity

Show that $S_1x$ and $S_2x$ both compute $x$, but that no real $c$ satisfies
$$D_c\,S_1x(0)=1\quad\text{and}\quad D_c\,S_2x(0)=1.$$

**Solution.** Part (d) gives the functions. By (e) with $p=x$, the conditions read $2c=1$ and $2c^2=1$. The first forces $c=\tfrac12$, and then $2c^2=\tfrac12\neq1$. Lean derives `hc` from the first condition and substitutes it into the second.

```lean
/-- The programs `r(x) - r(-x)` and `r(r(x)) - r(r(-x))` both compute `x`, but no slope `c`
at the kink makes automatic differentiation return the true derivative 1 at 0 for both. -/
theorem no_consistent_slope :
    (∀ x, (Prog.var.split 1).eval x = x) ∧ (∀ x, (Prog.var.split 2).eval x = x) ∧
      ¬ ∃ c : ℝ, (Prog.var.split 1).ad c 0 = 1 ∧ (Prog.var.split 2).ad c 0 = 1 := by
  refine ⟨fun x => split_eval .var one_ne_zero x, fun x => split_eval .var two_ne_zero x, ?_⟩
  rintro ⟨c, h1, h2⟩
  have h0 : Prog.var.eval 0 = 0 := rfl
  rw [split_ad c .var 1 h0] at h1
  rw [split_ad c .var 2 h0] at h2
  simp only [Prog.ad] at h1 h2
  -- the first program forces c = 1/2, which the second one refuses
  have hc : c = 1 / 2 := by linarith
  rw [hc] at h2
  norm_num at h2
```

### (g) A zero function that is assigned a nonzero derivative

Given $c$ and $a$, find a program $z$ with
$$z(x)=0\ \text{for all }x,\qquad D_cz(a)=1.$$

**Solution.** Let $s=x-a$, so $s(a)=0$ and $D_cs(a)=1$. Take $n=1$ if $c\neq\tfrac12$ and $n=2$ if $c=\tfrac12$; then $1-2c^n\neq0$. Put
$$z=\frac{s-S_ns}{1-2c^n}.$$
By (d) it computes $0$, and by (e) its assigned derivative at $a$ is $(1-2c^n)/(1-2c^n)=1$. Lean writes the division as multiplication by a constant, and `hinv` supplies the cancellation.

```lean
/-- For every slope `c` at the kink and every point `a`, some program computes the zero
function and yet is assigned the derivative 1 at `a`. -/
theorem exists_zero_program (c a : ℝ) :
    ∃ z : Prog, (∀ x, z.eval x = 0) ∧ z.ad c a = 1 := by
  -- one rectifier per term suffices unless c = 1/2, where two are needed
  obtain ⟨n, hn, hk⟩ : ∃ n : ℕ, n ≠ 0 ∧ 1 - 2 * c ^ n ≠ 0 := by
    by_cases hc : c = 1 / 2
    · exact ⟨2, two_ne_zero, by rw [hc]; norm_num⟩
    · exact ⟨1, one_ne_zero, fun h => hc (by linarith [pow_one c])⟩
  have hs : (Prog.add .var (.const (-a))).eval a = 0 := by simp [Prog.eval]
  have hA := split_ad c _ n hs
  refine ⟨.mul (.const (1 - 2 * c ^ n)⁻¹) (.add (.add .var (.const (-a)))
    (.neg ((Prog.add .var (.const (-a))).split n))), fun x => ?_, ?_⟩
  · simp only [Prog.eval, split_eval _ hn]
    ring
  · have hinv := inv_mul_cancel₀ hk
    simp only [Prog.ad, Prog.eval, hA]
    linear_combination hinv
```

### (h) Prescribing the returned derivative

Given $c$, $a$, $v$ and any program $p$, find a program $q$ with
$$q(x)=p(x)\ \text{for all }x,\qquad D_cq(a)=v.$$

**Solution.** With $z$ from (g), take $q=p+\bigl(v-D_cp(a)\bigr)z$. The added term computes $0$, and
$$D_cq(a)=D_cp(a)+\bigl(v-D_cp(a)\bigr)\cdot1=v.$$
If $p$ is differentiable at $a$, any $v\neq p'(a)$ gives a wrong gradient. Lean checks the two equations by expanding the definitions and using `ring`.

```lean
/-- For every slope `c` at the kink, any program can be rewritten, without changing the
function it computes, so that automatic differentiation returns any prescribed number `v`
at a given point `a`. -/
theorem arbitrary_gradient (c a v : ℝ) (p : Prog) :
    ∃ q : Prog, (∀ x, q.eval x = p.eval x) ∧ q.ad c a = v := by
  obtain ⟨z, hz, hz'⟩ := exists_zero_program c a
  refine ⟨.add p (.mul (.const (v - p.ad c a)) z), fun x => ?_, ?_⟩
  · simp only [Prog.eval, hz]
    ring
  · simp only [Prog.ad, Prog.eval, hz, hz']
    ring

end

end KinkedAutoDiff
```

```lean
#print axioms KinkedAutoDiff.ad_correct
-- 'KinkedAutoDiff.ad_correct' depends on axioms: [propext, Classical.choice, Quot.sound]
#print axioms KinkedAutoDiff.no_consistent_slope
-- 'KinkedAutoDiff.no_consistent_slope' depends on axioms: [propext, Classical.choice, Quot.sound]
#print axioms KinkedAutoDiff.arbitrary_gradient
-- 'KinkedAutoDiff.arbitrary_gradient' depends on axioms: [propext, Classical.choice, Quot.sound]
```
